# Only the identity permutation leaves a labelling of nuclei by distinct spin labels unchanged

Each nucleus in a set `N` carries a spin label from a set `K`, and a permutation of the nuclei carries the labels along with them. The lemma says that if no two nuclei share a label, a permutation `g` that leaves the labelling `f` unchanged must be the identity. In mathematical terms, an injective function `f` from `N` to `K` with `g • f = f` forces `g = 1`; neither set need be finite, and the labels are bare values, with no spin states or Hamiltonian behind them. The proof evaluates `g • f = f` at the nucleus `g i`, aims to cancel `g⁻¹` against `g` to get `f i = f (g i)`, and concludes from injectivity that `g i = i`.

Lean 4 with Mathlib refuses this proof:

```lean
import Mathlib

open Equiv MulAction

namespace EqOneOfFixed

/-- An assignment of a spin label in `K` to every nucleus in `N`. -/
def Labelling (N K : Type*) := N → K

variable {N K : Type*}

/-- A permutation of the nuclei carries the labels along with the nuclei. -/
instance : MulAction (Perm N) (Labelling N K) where
  smul g f := fun i => f (g⁻¹ i)
  one_smul _ := rfl
  mul_smul _ _ _ := rfl

/-- There are finitely many labellings of finitely many nuclei by finitely many labels. -/
instance [Fintype N] [DecidableEq N] [Fintype K] : Fintype (Labelling N K) :=
  inferInstanceAs (Fintype (N → K))

/-- If all nuclei carry different labels, only the identity leaves the labelling unchanged. -/
theorem eq_one_of_fixed {f : Labelling N K} (hf : Function.Injective f) {g : Perm N}
    (hg : g • f = f) : g = 1 := by
  refine Perm.ext fun i => ?_
  have h := congrFun hg (g i)
  change f (g⁻¹ (g i)) = f (g i) at h
  rw [Perm.inv_apply_self] at h
  exact (hf h).symm

end EqOneOfFixed
```

Compiling this gives:

```
Main.lean:28:6: error(lean.unknownIdentifier): Unknown constant `Equiv.Perm.inv_apply_self`
Main.lean:24:32: error: unsolved goals
N : Type u_1
K : Type u_2
f : Labelling N K
hf : Function.Injective f
g : Perm N
hg : g • f = f
i : N
h : f (g⁻¹ (g i)) = f (g i)
⊢ g i = 1 i
```

Cause. The first message says that Lean knows no constant `Equiv.Perm.inv_apply_self`, the lemma the `rw` calls on to cancel `g⁻¹` against `g`. The cancellation is sound, but it is asked for under a name that does not exist in the Mathlib being used.

The second message follows from the first. The proof stops at the failed `rw`, so `h` still contains `g⁻¹ (g i)` and the goal `g i = 1 i` stays open.

The repair states the cancellation as a fact of its own, `e : g⁻¹ (g i) = i`, and proves it with `Equiv.symm_apply_apply`. That lemma is about `g.symm` and not `g⁻¹`, but the inverse of a permutation is by definition its `symm`, so Lean accepts it. Rewriting with `e` turns `h` into `f i = f (g i)`, and the unchanged last line then closes the goal by injectivity.

The change, after which it compiles:

```diff
@@ -26,5 +26,6 @@
   have h := congrFun hg (g i)
   change f (g⁻¹ (g i)) = f (g i) at h
-  rw [Perm.inv_apply_self] at h
+  have e : g⁻¹ (g i) = i := Equiv.symm_apply_apply g i
+  rw [e] at h
   exact (hf h).symm
 
```
